# The gradient part of the GGA stress is symmetric for a differentiable isotropic energy density

## Six components instead of nine

In a generalised gradient approximation (GGA), the analytic formula for the stress on a periodic cell contains a term from the dependence of the energy density on the density gradient. In three dimensions this term is a matrix with nine components. A program can evaluate the six with $a \le b$ and copy the other three, provided that the matrix is symmetric. Its formula, a component of the gradient times a partial derivative, does not look symmetric. The symmetry comes from the isotropy of the energy density.

## How strain acts on the density gradient

Let $n$ be the electron density and $g = \nabla n$ its gradient at one point, with components $g_a$. Hold the value of $n$ fixed and write $F(g)$ for the energy density as a function of the gradient alone. A small homogeneous strain $\varepsilon$ moves the point $r$ to $r' = r + \varepsilon r$. If the density values are carried along with the points, the chain rule gives, to first order,

$$g'_b = \sum_a g_a \frac{\partial r_a}{\partial r'_b} = g_b - \sum_a \varepsilon_{ab}\, g_a ,$$

that is, $g' = g - \varepsilon^{T} g$. The energy density then changes by

$$-\sum_{a,b} \varepsilon_{ab}\, g_a \frac{\partial F}{\partial g_b} = \sum_{a,b} \varepsilon_{ab}\,\sigma_{ab}, \qquad \sigma_{ab} = -g_a \frac{\partial F}{\partial g_b}.$$

The matrix $\sigma$ is the gradient part of the stress at that point, with the sign convention that stress is the derivative of energy with respect to strain.

## The statement in words and in Lean

Suppose that $F(Qg) = F(g)$ for every orthogonal matrix $Q$ and every $g$, and that $F$ is differentiable at the gradient $g$ of interest. Then for all indices $a, b$

$$\frac{\partial F}{\partial g_a}\, g_b = \frac{\partial F}{\partial g_b}\, g_a ,$$

and therefore $\sigma_{ab} = \sigma_{ba}$.

In the Lean file the objects are as follows.

- A gradient is a function `ι → ℝ` on a finite index type `ι`, so the dimension is any finite number. Squared length is the dot product `g ⬝ᵥ g`.
- `Isotropic F` is invariance under the whole orthogonal group, reflections included. It expresses that the energy density has no preferred direction or handedness.
- `HasFDerivAt F D g` says that `F` is differentiable at `g` with derivative `D`, a linear map from directions to rates of change. The partial derivative $\partial F/\partial g_b$ is `D (Pi.single b 1)`. Differentiability is required at this one gradient only.
- `gradientStress D g` is the matrix $\sigma$. Its definition accepts any linear map `D`; the theorems tie `D` to `F`.

The identity is `deriv_mul_symm`, and the symmetry of the matrix is `gradientStress_isSymm`. The theorem `strain_response` confirms that $\sigma$ is the response to the change $-t\,\varepsilon^{T} g$ of the gradient, and it needs no isotropy.

The model is local and has a single gradient. It takes the first-order change of $g$ under strain as given, and it leaves out the change of the density through the change of volume, the integral over the cell, all other contributions to the stress, and spin-polarised functionals with two gradients.

## From equal lengths to a symmetric matrix

**Isotropy means dependence on length only.** Let $x$ and $y$ be gradients with $x\cdot x = y\cdot y$. If $x = y$, then $F(x) = F(y)$ at once. Otherwise put $v = x - y$ and $c = 2/(v\cdot v)$, and take the Householder reflection $Q = 1 - c\, v v^{T}$. It is symmetric, and

$$Q Q^{T} = Q^2 = 1 - 2c\, v v^{T} + c^2 (v\cdot v)\, v v^{T} = 1 ,$$

so it is orthogonal. Because the lengths agree,

$$v\cdot v = 2\,x\cdot x - 2\,x\cdot y = 2\, v\cdot x ,$$

hence $c\,(v\cdot x) = 1$ and $Qx = x - v = y$. Isotropy gives $F(y) = F(Qx) = F(x)$. Conversely, an orthogonal matrix preserves length, so a function that takes equal values at equal lengths is isotropic.

**The derivative vanishes across the gradient.** Let $w\cdot g = 0$, and write $D w$ for the derivative of $F$ at $g$ in the direction $w$. The claim is that $D w = 0$.

If $g = 0$, the vectors $tw$ and $-tw$ have equal length, so $F(tw) = F(-tw)$ for all real $t$. Differentiating at $t = 0$ gives $Dw = -Dw$, hence $Dw = 0$. If $w = 0$, there is nothing to show.

If neither vanishes, set $p = \sqrt{(g\cdot g)/(w\cdot w)}$ and $u = p\,w$, which is orthogonal to $g$ and has the same length. On the curve $r(t) = \cos t\; g + \sin t\; u$,

$$r(t)\cdot r(t) = \cos^2 t\;(g\cdot g) + \sin^2 t\;(u\cdot u) = g\cdot g .$$

So $F(r(t)) = F(g)$ for all $t$. Since $r(0) = g$ and $r'(0) = u$, differentiating at $t = 0$ gives $0 = Du = p\,Dw$, and $p \neq 0$ leaves $Dw = 0$.

**One direction gives the identity.** Let $e_a$ be the unit vector along axis $a$ and choose $w = g_b e_a - g_a e_b$, the infinitesimal rotation of $g$ in the plane of the two axes. Then $w\cdot g = g_b g_a - g_a g_b = 0$, so

$$0 = Dw = g_b \frac{\partial F}{\partial g_a} - g_a \frac{\partial F}{\partial g_b} .$$

With a minus sign on both sides this reads $\sigma_{ba} = \sigma_{ab}$.

## Zero gradient and one dimension

At $g = 0$ every direction is orthogonal to $g$, so the whole derivative of $F$ vanishes there. The function $F(g) = \sqrt{g\cdot g}$ does not contradict this in one or more dimensions, because it is not differentiable at zero.

In one dimension the matrix has a single entry and its symmetry is trivial. The orthogonal matrices are then $1$ and $-1$, so isotropy means that $F$ is even, and the vanishing derivative at zero is the familiar property of a differentiable even function. Here the reflection matters: $F(g) = g$ is unchanged by the only proper rotation, the identity, and has slope $1$ at zero.

## A gradient with components 1, 2, 2

Take $F(g) = \dfrac{g\cdot g}{1 + g\cdot g}$, which saturates at large gradients, and $g = (1, 2, 2)$ in dimensionless units. Then $g\cdot g = 9$ and

$$\frac{\partial F}{\partial g_a} = \frac{2 g_a}{(1 + g\cdot g)^2} = 0.02\, g_a ,$$

so the partial derivatives are $(0.02,\ 0.04,\ 0.04)$. The two off-diagonal components in the plane of the first two axes are

$$\sigma_{12} = -1 \times 0.04 = -0.04, \qquad \sigma_{21} = -2 \times 0.02 = -0.04 .$$

For the anisotropic function $F(g) = g_1^2 + 2 g_2^2$ at the same gradient, the partial derivatives are $(2, 8, 0)$. Now $\sigma_{12} = -8$ and $\sigma_{21} = -4$, and the symmetry is lost.

## The Lean file

```lean
import Mathlib

open Matrix

namespace GGAStressSymmetry

noncomputable section

variable {ι : Type*} [Fintype ι] [DecidableEq ι]

/-- The energy density `F`, as a function of the density gradient, is unchanged by every
orthogonal matrix. -/
def Isotropic (F : (ι → ℝ) → ℝ) : Prop :=
  ∀ Q ∈ Matrix.orthogonalGroup ι ℝ, ∀ g, F (Q *ᵥ g) = F g

/-- Gradient part of the stress, `σ_ab = -g_a ∂F/∂g_b`, where `D` is the derivative of the
energy density at the density gradient `g`. -/
def gradientStress (D : (ι → ℝ) →L[ℝ] ℝ) (g : ι → ℝ) : Matrix ι ι ℝ :=
  Matrix.of fun a b => -(g a * D (Pi.single b 1))

/-- The combination `cos t • g + sin t • u`. If `u` is orthogonal to `g` and has the same length,
this is `g` turned by the angle `t` towards `u`. -/
def turned (g u : ι → ℝ) (t : ℝ) : ι → ℝ := Real.cos t • g + Real.sin t • u

/-- The value of a continuous linear map `D` at `w` is the sum of its values at the unit vectors,
weighted by the components of `w`. -/
theorem apply_eq_sum (D : (ι → ℝ) →L[ℝ] ℝ) (w : ι → ℝ) :
    D w = ∑ b, w b * D (Pi.single b 1) := by
  have h : w = ∑ b, w b • (Pi.single b (1 : ℝ) : ι → ℝ) := by
    ext i
    simp [Finset.sum_apply, Pi.single_apply]
  conv_lhs => rw [h]
  simp only [map_sum, map_smul, smul_eq_mul]

omit [DecidableEq ι] in
/-- The rate of change of `F` along the line `g + t w`, taken at `t = 0`, is the derivative of `F`
at `g` applied to `w`. -/
theorem hasDerivAt_line {F : (ι → ℝ) → ℝ} {D : (ι → ℝ) →L[ℝ] ℝ} {g : ι → ℝ}
    (hD : HasFDerivAt F D g) (w : ι → ℝ) :
    HasDerivAt (fun t : ℝ => F (g + t • w)) (D w) 0 := by
  have h1 : HasDerivAt (fun t : ℝ => g + t • w) w 0 := by
    simpa using ((hasDerivAt_id' (0 : ℝ)).smul_const w).const_add g
  have h0 : HasFDerivAt F D (g + (0 : ℝ) • w) := by simpa using hD
  exact h0.comp_hasDerivAt (0 : ℝ) h1

/-- When the density gradient changes by `-t εᵀ g`, its first-order change under the strain `t ε`,
the rate of change of the energy density at `t = 0` is `∑ ε_ab σ_ab`. -/
theorem strain_response {F : (ι → ℝ) → ℝ} {D : (ι → ℝ) →L[ℝ] ℝ} {g : ι → ℝ}
    (hD : HasFDerivAt F D g) (ε : Matrix ι ι ℝ) :
    HasDerivAt (fun t : ℝ => F (g - t • (εᵀ *ᵥ g)))
      (∑ a, ∑ b, ε a b * gradientStress D g a b) 0 := by
  have h := hasDerivAt_line hD (-(εᵀ *ᵥ g))
  simp only [smul_neg, ← sub_eq_add_neg] at h
  refine h.congr_deriv ?_
  rw [apply_eq_sum, Finset.sum_comm]
  refine Finset.sum_congr rfl fun b _ => ?_
  simp only [gradientStress, Matrix.of_apply, Pi.neg_apply, Matrix.mulVec, dotProduct,
    Matrix.transpose_apply]
  rw [neg_mul, Finset.sum_mul, ← Finset.sum_neg_distrib]
  exact Finset.sum_congr rfl fun a _ => by ring

/-- An energy density is isotropic exactly when it takes equal values on density gradients of
equal length. -/
theorem isotropic_iff (F : (ι → ℝ) → ℝ) :
    Isotropic F ↔ ∀ x y : ι → ℝ, x ⬝ᵥ x = y ⬝ᵥ y → F x = F y := by
  constructor
  · intro h x y hxy
    by_cases hv : x - y = 0
    · rw [sub_eq_zero.mp hv]
    -- the Householder reflection along `v = x - y` carries `x` to `y`
    obtain ⟨v, hvd⟩ : ∃ v, v = x - y := ⟨_, rfl⟩
    have hvv : v ⬝ᵥ v ≠ 0 := fun h0 => hv (hvd ▸ dotProduct_self_eq_zero.mp h0)
    obtain ⟨c, hc⟩ : ∃ c : ℝ, c * (v ⬝ᵥ v) = 2 := ⟨2 / (v ⬝ᵥ v), by field_simp⟩
    have hP : vecMulVec v v * vecMulVec v v = (v ⬝ᵥ v) • vecMulVec v v := by
      ext i j
      simp only [Matrix.mul_apply, Matrix.vecMulVec_apply, Matrix.smul_apply, smul_eq_mul,
        dotProduct, Finset.sum_mul]
      exact Finset.sum_congr rfl fun k _ => by ring
    have hPx : vecMulVec v v *ᵥ x = (v ⬝ᵥ x) • v := by
      ext i
      simp only [Matrix.mulVec, dotProduct, Matrix.vecMulVec_apply, Pi.smul_apply,
        smul_eq_mul, Finset.sum_mul]
      exact Finset.sum_congr rfl fun k _ => by ring
    have hstar : star (1 - c • vecMulVec v v) = 1 - c • vecMulVec v v := by
      ext i j
      simp [Matrix.star_apply, Matrix.vecMulVec_apply, Matrix.one_apply, eq_comm, mul_comm]
    have hQ : 1 - c • vecMulVec v v ∈ Matrix.orthogonalGroup ι ℝ := by
      refine Matrix.mem_unitaryGroup_iff.mpr ?_
      rw [hstar]
      simp only [sub_mul, mul_sub, one_mul, mul_one, smul_mul_assoc, mul_smul_comm, hP]
      linear_combination (norm := module) (c * hc) • vecMulVec v v
    have h1 : c * (v ⬝ᵥ x) = 1 := by
      have h2 : v ⬝ᵥ v = 2 * (v ⬝ᵥ x) := by
        rw [hvd]
        simp only [sub_dotProduct, dotProduct_sub, dotProduct_comm x y]
        linarith
      rw [h2] at hc
      linarith
    have hQx : (1 - c • vecMulVec v v) *ᵥ x = y := by
      rw [Matrix.sub_mulVec, Matrix.one_mulVec, Matrix.smul_mulVec, hPx, smul_smul, h1,
        one_smul, hvd, sub_sub_cancel]
    rw [← hQx, h _ hQ]
  · intro h Q hQ g
    have hQ' := Matrix.mem_unitaryGroup_iff'.mp hQ
    rw [Matrix.star_eq_conjTranspose, Matrix.conjTranspose_eq_transpose_of_trivial] at hQ'
    apply h
    rw [Matrix.dotProduct_mulVec, ← Matrix.mulVec_transpose, Matrix.mulVec_mulVec, hQ',
      Matrix.one_mulVec]

omit [DecidableEq ι] in
/-- Turning `g` towards an orthogonal vector of the same length preserves its length. -/
theorem turned_dot {g u : ι → ℝ} (h0 : u ⬝ᵥ g = 0) (h1 : u ⬝ᵥ u = g ⬝ᵥ g) (t : ℝ) :
    turned g u t ⬝ᵥ turned g u t = g ⬝ᵥ g := by
  simp only [turned, add_dotProduct, dotProduct_add, smul_dotProduct, dotProduct_smul,
    smul_eq_mul, dotProduct_comm g u, h0, h1]
  linear_combination (g ⬝ᵥ g) * Real.sin_sq_add_cos_sq t

/-- The derivative of an isotropic energy density vanishes in every direction orthogonal to the
density gradient. -/
theorem transverse_deriv_zero {F : (ι → ℝ) → ℝ} {D : (ι → ℝ) →L[ℝ] ℝ} {g w : ι → ℝ}
    (hF : Isotropic F) (hD : HasFDerivAt F D g) (hw : w ⬝ᵥ g = 0) : D w = 0 := by
  have hlen := (isotropic_iff F).1 hF
  by_cases hg : g = 0
  · -- at zero gradient, `F` is even along every line
    subst hg
    have h2 := hasDerivAt_line hD (-w)
    have e : (fun t : ℝ => F (0 + t • (-w))) = fun t : ℝ => F (0 + t • w) :=
      funext fun t => hlen _ _ (by simp)
    rw [e] at h2
    have h3 := h2.unique (hasDerivAt_line hD w)
    rw [map_neg] at h3
    linarith
  by_cases hw0 : w = 0
  · rw [hw0, map_zero]
  have pos : ∀ x : ι → ℝ, x ≠ 0 → 0 < x ⬝ᵥ x := fun x hx =>
    lt_of_le_of_ne (Finset.sum_nonneg fun i _ => mul_self_nonneg (x i))
      fun h => hx (dotProduct_self_eq_zero.mp h.symm)
  have hgp := pos g hg
  have hwp := pos w hw0
  -- rescale `w` to the length of `g` and move along the circle
  obtain ⟨p, hp, hpp⟩ : ∃ p : ℝ, p ≠ 0 ∧ p * p = (g ⬝ᵥ g) / (w ⬝ᵥ w) :=
    ⟨√((g ⬝ᵥ g) / (w ⬝ᵥ w)), (Real.sqrt_pos.mpr (div_pos hgp hwp)).ne',
      Real.mul_self_sqrt (div_pos hgp hwp).le⟩
  have hu0 : (p • w) ⬝ᵥ g = 0 := by rw [smul_dotProduct, hw, smul_zero]
  have hu1 : (p • w) ⬝ᵥ (p • w) = g ⬝ᵥ g := by
    rw [smul_dotProduct, dotProduct_smul, smul_eq_mul, smul_eq_mul, ← mul_assoc, hpp,
      div_mul_cancel₀ _ hwp.ne']
  have h1 : HasDerivAt (turned g (p • w)) (p • w) 0 := by
    have h := ((Real.hasDerivAt_cos 0).smul_const g).fun_add
      ((Real.hasDerivAt_sin 0).smul_const (p • w))
    exact h.congr_deriv (by simp)
  have h0 : HasFDerivAt F D (turned g (p • w) 0) := by simpa [turned] using hD
  have h2 := h0.comp_hasDerivAt (0 : ℝ) h1
  have e : F ∘ turned g (p • w) = fun _ => F g :=
    funext fun t => hlen _ _ (turned_dot hu0 hu1 t)
  rw [e] at h2
  have h3 := h2.unique (hasDerivAt_const (0 : ℝ) (F g))
  rw [map_smul, smul_eq_mul] at h3
  exact (mul_eq_zero.mp h3).resolve_left hp

/-- For an isotropic energy density, `(∂F/∂g_a) g_b = (∂F/∂g_b) g_a`. -/
theorem deriv_mul_symm {F : (ι → ℝ) → ℝ} {D : (ι → ℝ) →L[ℝ] ℝ} {g : ι → ℝ}
    (hF : Isotropic F) (hD : HasFDerivAt F D g) (a b : ι) :
    D (Pi.single a 1) * g b = D (Pi.single b 1) * g a := by
  -- the infinitesimal rotation of `g` in the plane of `a` and `b`
  have h := transverse_deriv_zero
    (w := g b • (Pi.single a (1 : ℝ) : ι → ℝ) - g a • (Pi.single b (1 : ℝ) : ι → ℝ)) hF hD (by
      simp only [sub_dotProduct, smul_dotProduct, single_dotProduct, smul_eq_mul, one_mul]
      ring)
  simp only [map_sub, map_smul, smul_eq_mul] at h
  linarith

/-- The gradient part of the stress of an isotropic energy density is a symmetric matrix. -/
theorem gradientStress_isSymm {F : (ι → ℝ) → ℝ} {D : (ι → ℝ) →L[ℝ] ℝ} {g : ι → ℝ}
    (hF : Isotropic F) (hD : HasFDerivAt F D g) : (gradientStress D g).IsSymm := by
  refine Matrix.IsSymm.ext fun i j => ?_
  simp only [gradientStress, Matrix.of_apply]
  linarith [deriv_mul_symm hF hD i j]

end

end GGAStressSymmetry
```

```lean
#print axioms GGAStressSymmetry.strain_response
-- 'GGAStressSymmetry.strain_response' depends on axioms: [propext, Classical.choice, Quot.sound]
#print axioms GGAStressSymmetry.gradientStress_isSymm
-- 'GGAStressSymmetry.gradientStress_isSymm' depends on axioms: [propext, Classical.choice, Quot.sound]
```

## How the proof follows the derivation

**Derivatives along lines.** `apply_eq_sum` expands a direction in unit vectors and uses linearity, which gives $Dw = \sum_b w_b\,\partial F/\partial g_b$. `hasDerivAt_line` is the chain rule for $F(g + t w)$ at $t = 0$. `strain_response` applies both with $w = -\varepsilon^{T} g$; exchanging the order of the two sums then turns the result into $\sum_{a,b} \varepsilon_{ab}\sigma_{ab}$.

**The reflection.** In `isotropic_iff` the matrix $v v^{T}$ is `vecMulVec v v`, and $c$ enters through the equation $c\,(v\cdot v) = 2$. The intermediate result `hP` is the product rule $(vv^{T})^2 = (v\cdot v)\, vv^{T}$, and `hPx` gives the action of $vv^{T}$ on $x$. With `hP`, the expansion of $Q^2$ reduces to the identity once $c^2 (v\cdot v)$ is replaced by $2c$. The `linear_combination` step does this by using the equation for $c$, multiplied by $c$. Then `h1` is $c\,(v\cdot x) = 1$, and `hQx` is $Qx = y$. The converse direction moves $Q$ across the dot product and uses $Q^{T}Q = 1$.

**The circle.** `turned g u t` is the curve $r(t)$, and `turned_dot` shows that its length is constant, from the two conditions on $u$ and $\sin^2 t + \cos^2 t = 1$.

`transverse_deriv_zero` follows the three cases above. For $g = 0$ it computes the derivative along $w$ and along $-w$. The two functions of $t$ are equal, and a function has only one derivative at a point, which is what `unique` supplies. In the main case, `hu0` and `hu1` state that $p\,w$ is orthogonal to $g$ and as long as $g$. The chain rule gives the derivative of $F$ along the circle as $D(p\,w)$, while the constancy of $F$ there gives zero. Uniqueness equates the two, and the nonzero factor $p$ is removed.

**The identity and the matrix.** `deriv_mul_symm` inserts $w = g_b e_a - g_a e_b$ into the previous theorem; `ring` checks the orthogonality, and linearity of `D` leaves the two products. `gradientStress_isSymm` compares the entries of $\sigma$ and its transpose and closes each comparison with `deriv_mul_symm`.

For a GGA with a single density gradient, this supports storing only one triangle of the gradient stress at each grid point where the energy density is differentiable in the gradient. It also offers a test of an implementation that codes the partial derivatives $\partial F/\partial g_a$ separately: if the two off-diagonal products differ by more than rounding error at such a point, the coded derivative does not belong to an isotropic energy density.
